# One adjoint solution gives all partial derivatives of a discretised solvation energy at fixed solute vector

Let L(t) be a real square matrix and g(t) a vector, both differentiable at t = 0, with L(0) invertible. If L(0)x = g(0) and L(0)ᵀs = p, then

d/dt ⟨p, L(t)⁻¹g(t)⟩ at t = 0 equals ⟨s, g′ − L′x⟩,

where ⟨a, b⟩ = Σ_i a_i b_i, and L′ and g′ are the derivatives at 0. The derivative of the solution L(t)⁻¹g(t) does not appear.

In ddCOSMO, a domain-decomposition form of the conductor-like screening model, L is the matrix of the discretised surface equation, g comes from the solute's potential and p is the solute vector ψ. Multiplied by −f/2, with f the dielectric scaling factor, the formula then gives the electrostatic solvation part of the forces used in geometry optimisation and dynamics, for a finite linear surface problem in which ψ does not depend on the geometry.

## The surface problem and its energy

The type `n` labels the surface unknowns and is finite; `κ` labels nuclear coordinates.

```lean
import Mathlib

open Matrix Filter Topology

namespace DDCosmoAdjoint

noncomputable section

variable {n κ : Type*} [Fintype n] [DecidableEq n] [DecidableEq κ]
```

The apparent surface charge y is the solution of Ly = g:

y = L⁻¹g.

In Lean, `*ᵥ` is the product of a matrix with a vector and `⬝ᵥ` is the pairing ⟨·,·⟩. The matrix need not be symmetric. Any sign in the relation between potential and charge is absorbed into g.

```lean
/-- The apparent surface charge: the solution `L⁻¹ g` of the discretised surface equation
with matrix `L` and right-hand side `g`. -/
def surfaceCharge (L : Matrix n n ℝ) (g : n → ℝ) : n → ℝ := L⁻¹ *ᵥ g
```

The electrostatic part of the solvation energy, called the solvation energy below, is

E = (f/2)⟨ψ, L⁻¹g⟩.

The factor f scales down the response of a perfect conductor to approximate that of a solvent with finite permittivity ε; a common choice is (ε − 1)/ε. The code allows any real f. The factor 1/2 is the usual one for a linearly responding medium.

```lean
/-- The solvation energy `(f/2) ⟨ψ, L⁻¹ g⟩` with dielectric scaling factor `f` and solute
vector `ψ`. -/
def solvationEnergy (f : ℝ) (ψ : n → ℝ) (L : Matrix n n ℝ) (g : n → ℝ) : ℝ :=
  f / 2 * (ψ ⬝ᵥ surfaceCharge L g)
```

If A is invertible and Ax = b, then A⁻¹b = A⁻¹Ax = x. This lets a solution obtained by any means stand in for the formal inverse. Invertibility is written `IsUnit A.det`, which over the reals means a nonzero determinant.

```lean
/-- For an invertible matrix, any solution of the surface equation is the surface charge. -/
theorem surfaceCharge_eq {A : Matrix n n ℝ} {x b : n → ℝ} (hA : IsUnit A.det)
    (hx : A *ᵥ x = b) : surfaceCharge A b = x := by
  rw [surfaceCharge, ← hx, Matrix.mulVec_mulVec, Matrix.nonsing_inv_mul _ hA,
    Matrix.one_mulVec]
```

## An exact identity for finite changes

Take two surface problems, Ax = b and By = c, and the adjoint solution of the first, Aᵀs = p. For every vector w,

⟨p, w⟩ = ⟨Aᵀs, w⟩ = ⟨s, Aw⟩.

Applying this to y and to x gives

⟨p, y⟩ − ⟨p, x⟩ = ⟨s, Ay − b⟩.

Since Ay = By − (B − A)y = c − (B − A)y, the difference is

⟨p, y⟩ − ⟨p, x⟩ = ⟨s, c − b − (B − A)y⟩.

Nothing has been linearised, and neither matrix has to be invertible as long as the three equations hold. In the proof, `pairing` is the first display, and the remaining rewrites substitute the two surface equations.

```lean
omit [DecidableEq n] in
/-- Exact change of a linear observable between two surface problems, expressed through the
adjoint solution `s` of the first problem. -/
theorem adjoint_identity {A B : Matrix n n ℝ} {x y b c s p : n → ℝ}
    (hx : A *ᵥ x = b) (hs : Aᵀ *ᵥ s = p) (hy : B *ᵥ y = c) :
    p ⬝ᵥ y - p ⬝ᵥ x = s ⬝ᵥ (c - b - (B - A) *ᵥ y) := by
  have pairing : ∀ w, p ⬝ᵥ w = s ⬝ᵥ (A *ᵥ w) := fun w => by
    rw [← hs, Matrix.mulVec_transpose, Matrix.dotProduct_mulVec]
  rw [pairing y, pairing x, hx, Matrix.sub_mulVec, hy]
  simp only [dotProduct_sub]
  ring
```

The right-hand side contains the new charge y, but only multiplied by the increment B − A. This is why continuity of the charge will be enough.

## Continuity of the charge suffices

Let a(t) be differentiable at 0 with derivative a′, and let y(t) be merely continuous there. The function (a(t) − a(0))y(t) vanishes at t = 0, so its difference quotient is

[(a(t) − a(0))/t] · y(t) → a′ y(0).

The proof restates differentiability as convergence of slopes, multiplies the two limits and identifies the product with the required slope.

```lean
/-- An increment of a differentiable quantity times a merely continuous one is
differentiable at 0. -/
theorem hasDerivAt_increment_mul {a y : ℝ → ℝ} {a' : ℝ} (ha : HasDerivAt a a' 0)
    (hy : ContinuousAt y 0) :
    HasDerivAt (fun t => (a t - a 0) * y t) (a' * y 0) 0 := by
  rw [hasDerivAt_iff_tendsto_slope] at ha ⊢
  have h := ha.mul (hy.tendsto.mono_left nhdsWithin_le_nhds)
  refine h.congr fun t => ?_
  simp only [slope_def_field]
  ring
```

Continuity of the charge follows from the adjugate formula

L(t)⁻¹g(t) = adj(L(t)) g(t) / det L(t).

The entries of the adjugate and the determinant are polynomials in the entries of L(t), hence continuous at 0. The determinant is nonzero at 0, so it stays nonzero for all t close enough to 0, and the quotient is continuous at 0. The lemma returns both facts: continuity of the charge and invertibility nearby. In the code, `hd` is the continuity of the determinant, `ha` that of the numerator, and `e` the adjugate formula.

```lean
/-- If the matrix and the potential are continuous at 0 and the matrix is invertible there,
then the surface charge is continuous at 0 and the matrix stays invertible nearby. -/
theorem surfaceCharge_continuousAt {L : ℝ → Matrix n n ℝ} {g : ℝ → n → ℝ}
    (hL : ∀ i j, ContinuousAt (fun t => L t i j) 0)
    (hg : ∀ i, ContinuousAt (fun t => g t i) 0) (hdet : IsUnit (L 0).det) :
    ContinuousAt (fun t => surfaceCharge (L t) (g t)) 0 ∧ ∀ᶠ t in 𝓝 0, (L t).det ≠ 0 := by
  have hLc : ContinuousAt L 0 := continuousAt_pi.2 fun i => continuousAt_pi.2 fun j => hL i j
  have hgc : ContinuousAt g 0 := continuousAt_pi.2 hg
  have c1 : Continuous (fun A : Matrix n n ℝ => A.det) := continuous_id.matrix_det
  have hd : ContinuousAt (fun t => (L t).det) 0 :=
    ContinuousAt.comp (f := L) (x := 0) c1.continuousAt hLc
  have c2 : Continuous (fun q : Matrix n n ℝ × (n → ℝ) => q.1.adjugate *ᵥ q.2) :=
    (continuous_fst.matrix_adjugate).matrix_mulVec continuous_snd
  have ha : ContinuousAt (fun t => (L t).adjugate *ᵥ g t) 0 :=
    ContinuousAt.comp (f := fun t => (L t, g t)) (x := 0) c2.continuousAt (hLc.prodMk hgc)
  -- the inverse is the adjugate divided by the determinant
  have e : (fun t => surfaceCharge (L t) (g t)) =
      fun t => ((L t).det)⁻¹ • ((L t).adjugate *ᵥ g t) := by
    funext t i
    rw [surfaceCharge, Matrix.inv_def, Ring.inverse_eq_inv']
    simp only [Matrix.mulVec, dotProduct, Matrix.smul_apply, Pi.smul_apply, smul_eq_mul,
      Finset.mul_sum, mul_assoc]
  refine ⟨?_, hd.eventually_ne hdet.ne_zero⟩
  rw [e]
  exact (hd.inv₀ hdet.ne_zero).smul ha
```

## The adjoint derivative

Write y(t) = L(t)⁻¹g(t). For t near 0 the matrix L(t) is invertible, so L(t)y(t) = g(t), and the exact identity with A = L(0) and B = L(t) reads

⟨p, y(t)⟩ = ⟨p, x⟩ + Σ_i s_i [ g_i(t) − g_i(0) − Σ_j (L_ij(t) − L_ij(0)) y_j(t) ].

Differentiate at 0. The first term is constant, the increment of g_i contributes g′_i, and each product in the inner sum contributes L′_ij y_j(0). Since y(0) = x,

d/dt ⟨p, y(t)⟩ at t = 0 equals Σ_i s_i (g′_i − Σ_j L′_ij x_j) = ⟨s, g′ − L′x⟩.

The hypotheses `hL` and `hg` ask for differentiability entry by entry, and only at the point 0. The conclusion `HasDerivAt` says that the derivative exists and has the given value. In the proof, `hF` differentiates the long expression, `congr_of_eventuallyEq` replaces it by the observable, with which it agrees near 0, and `congr_deriv` puts x in place of y(0).

```lean
/-- Adjoint derivative formula: for `L` and `g` differentiable at 0 entry by entry and `L(0)`
invertible, with `L(0) x = g(0)` and `L(0)ᵀ s = p`, the observable `⟨p, L(t)⁻¹ g(t)⟩` has derivative
`⟨s, g' - L' x⟩` at 0. -/
theorem adjoint_derivative {L : ℝ → Matrix n n ℝ} {g : ℝ → n → ℝ} {L' : Matrix n n ℝ}
    {g' x s p : n → ℝ} (hL : ∀ i j, HasDerivAt (fun t => L t i j) (L' i j) 0)
    (hg : ∀ i, HasDerivAt (fun t => g t i) (g' i) 0) (hdet : IsUnit (L 0).det)
    (hx : L 0 *ᵥ x = g 0) (hs : (L 0)ᵀ *ᵥ s = p) :
    HasDerivAt (fun t => p ⬝ᵥ surfaceCharge (L t) (g t)) (s ⬝ᵥ (g' - L' *ᵥ x)) 0 := by
  obtain ⟨hy, hne⟩ := surfaceCharge_continuousAt (fun i j => (hL i j).continuousAt)
    (fun i => (hg i).continuousAt) hdet
  have hyi := continuousAt_pi.1 hy
  -- differentiate the right-hand side of the exact identity
  have hF : HasDerivAt (fun t => p ⬝ᵥ x + ∑ i, s i * ((g t i - g 0 i) -
      ∑ j, (L t i j - L 0 i j) * surfaceCharge (L t) (g t) j))
      (∑ i, s i * (g' i - ∑ j, L' i j * surfaceCharge (L 0) (g 0) j)) 0 :=
    HasDerivAt.const_add _ (HasDerivAt.fun_sum fun i _ => HasDerivAt.const_mul _
      (HasDerivAt.fun_sub ((hg i).sub_const _)
        (HasDerivAt.fun_sum fun j _ => hasDerivAt_increment_mul (hL i j) (hyi j))))
  refine (hF.congr_of_eventuallyEq ?_).congr_deriv ?_
  · -- the identity holds wherever the matrix is invertible
    filter_upwards [hne] with t ht
    have hsol : L t *ᵥ surfaceCharge (L t) (g t) = g t := by
      rw [surfaceCharge, Matrix.mulVec_mulVec,
        Matrix.mul_nonsing_inv _ (isUnit_iff_ne_zero.2 ht), Matrix.one_mulVec]
    have key := adjoint_identity hx hs hsol
    refine (eq_add_of_sub_eq' key).trans ?_
    simp only [dotProduct, Matrix.mulVec, Pi.sub_apply, Matrix.sub_apply]
  · rw [surfaceCharge_eq hdet hx]
    simp only [dotProduct, Matrix.mulVec, Pi.sub_apply]
```

A two-component case shows the formula at work. Take

L(t) = [[2, 1], [t, 1]], g(t) = (3, 1 + 3t), p = (2, 3).

At t = 0 the surface equation gives x = (1, 1). The adjoint equation reads 2s₁ = 2 and s₁ + s₂ = 3, so s = (1, 2). With g′ = (0, 3) and L′x = (0, 1), the formula gives

⟨s, g′ − L′x⟩ = 1·0 + 2·2 = 4.

Solving for all t near 0 instead gives

y(t) = ((2 − 3t)/(2 − t), (2 + 3t)/(2 − t)),

⟨p, y(t)⟩ = (10 + 3t)/(2 − t),

whose derivative at 0 is (3·2 + 10)/4 = 4. The transpose matters: solving L(0)s = p would give s = (−1/2, 3) and the wrong value 6.

Invertibility of L(0) is needed even when both linear equations have solutions. In one dimension take L(t) = t, g(t) = 0 and p = 0. Then L(0) = 0, and x = s = 1 satisfies both equations. The observable is identically zero, so its derivative is 0, but the formula gives s(g′ − L′x) = 1·(0 − 1) = −1. The singular matrix has left x and s undetermined.

## A weight vector that also moves

If the weight p(t) depends on t, split the observable as

⟨p(t), y(t)⟩ = ⟨p(t) − p(0), y(t)⟩ + ⟨p(0), y(t)⟩.

The first term is again an increment times a continuous quantity, with derivative ⟨p′, x⟩. The second is covered by the preceding theorem, with s solving L(0)ᵀs = p(0). Altogether,

d/dt ⟨p(t), y(t)⟩ at t = 0 equals ⟨p′, x⟩ + ⟨s, g′ − L′x⟩.

The adjoint equation still involves only the weight at the reference point. In the proof, `h2` is the derivative of the first term, and `fun_add` adds the second.

```lean
/-- If the weight vector `p(t)` also changes, the derivative gains the term `⟨p', x⟩`, and
`s` solves the adjoint equation with right-hand side `p(0)`. -/
theorem adjoint_derivative_moving_weight {L : ℝ → Matrix n n ℝ} {g p : ℝ → n → ℝ}
    {L' : Matrix n n ℝ} {g' p' x s : n → ℝ}
    (hL : ∀ i j, HasDerivAt (fun t => L t i j) (L' i j) 0)
    (hg : ∀ i, HasDerivAt (fun t => g t i) (g' i) 0)
    (hp : ∀ i, HasDerivAt (fun t => p t i) (p' i) 0) (hdet : IsUnit (L 0).det)
    (hx : L 0 *ᵥ x = g 0) (hs : (L 0)ᵀ *ᵥ s = p 0) :
    HasDerivAt (fun t => p t ⬝ᵥ surfaceCharge (L t) (g t))
      (p' ⬝ᵥ x + s ⬝ᵥ (g' - L' *ᵥ x)) 0 := by
  have hyi := continuousAt_pi.1 (surfaceCharge_continuousAt
    (fun i j => (hL i j).continuousAt) (fun i => (hg i).continuousAt) hdet).1
  have h2 : HasDerivAt (fun t => ∑ i, (p t i - p 0 i) * surfaceCharge (L t) (g t) i)
      (∑ i, p' i * surfaceCharge (L 0) (g 0) i) 0 :=
    HasDerivAt.fun_sum fun i _ => hasDerivAt_increment_mul (hp i) (hyi i)
  refine ((h2.fun_add (adjoint_derivative hL hg hdet hx hs)).congr_of_eventuallyEq
    (Eventually.of_forall fun t => ?_)).congr_deriv ?_
  · simp only [dotProduct, sub_mul, Finset.sum_sub_distrib, sub_add_cancel]
  · rw [surfaceCharge_eq hdet hx]
    simp only [dotProduct]
```

## All nuclear coordinates with the same s

Let L and g depend on nuclear coordinates R, and let e_k be the unit displacement of coordinate k. Along the line R + t e_k the adjoint derivative applies with p = ψ, and multiplication by f/2 gives

∂E/∂R_k = (f/2)⟨s, ∂_k g − (∂_k L)x⟩,

where L(R)x = g(R) and L(R)ᵀs = ψ.

Neither x nor s depends on k. Differentiating the charge directly would instead require solving

L(R) ∂_k y = ∂_k g − (∂_k L)x

for each coordinate. With the adjoint solution, one direct and one adjoint solve serve all coordinates; what remains for each k is to form the derivatives of L and g and contract them with x and s. The solvation contribution to the force component is −∂E/∂R_k.

In Lean, `Pi.single k 1` is e_k, and `dL k` and `dg k` are the partial derivatives of the matrix and of the right-hand side. They are supplied as hypotheses, so the integrals, cavity geometry and switching functions behind them are not modelled. The theorem gives the partial derivatives along the coordinate axes and does not claim that E is differentiable jointly in all coordinates. The vector ψ is held fixed, as suits a solute described by constant point charges at the centres of the cavity spheres; if ψ does change, the moving-weight formula supplies the additional term along each line.

The proof applies `adjoint_derivative` along the coordinate line, and `h0` records that t = 0 is the geometry R.

```lean
/-- One adjoint solution `s` gives the partial derivatives of the solvation energy with
respect to all nuclear coordinates `k` at the geometry `R`. -/
theorem solvationEnergy_gradient {L : (κ → ℝ) → Matrix n n ℝ} {g : (κ → ℝ) → n → ℝ}
    {R : κ → ℝ} {dL : κ → Matrix n n ℝ} {dg : κ → n → ℝ} {x s ψ : n → ℝ} (f : ℝ)
    (hL : ∀ k i j, HasDerivAt (fun t : ℝ => L (R + t • Pi.single k 1) i j) (dL k i j) 0)
    (hg : ∀ k i, HasDerivAt (fun t : ℝ => g (R + t • Pi.single k 1) i) (dg k i) 0)
    (hdet : IsUnit (L R).det) (hx : L R *ᵥ x = g R) (hs : (L R)ᵀ *ᵥ s = ψ) (k : κ) :
    HasDerivAt (fun t : ℝ => solvationEnergy f ψ (L (R + t • Pi.single k 1))
      (g (R + t • Pi.single k 1))) (f / 2 * (s ⬝ᵥ (dg k - dL k *ᵥ x))) 0 := by
  have h0 : R + (0 : ℝ) • (Pi.single k 1 : κ → ℝ) = R := by rw [zero_smul, add_zero]
  exact HasDerivAt.const_mul _ (adjoint_derivative
    (L := fun t : ℝ => L (R + t • Pi.single k 1)) (g := fun t : ℝ => g (R + t • Pi.single k 1))
    (hL k) (hg k) (by simpa only [h0] using hdet) (by simpa only [h0] using hx)
    (by simpa only [h0] using hs))
```

## The response determines the adjoint equation

Conversely, fix an invertible L and suppose that a vector s reproduces the response of the observable to every linear change of the potential:

d/dt ⟨p, L⁻¹(tv)⟩ at t = 0 equals ⟨s, v⟩, for every v.

Choose v = Lw, the potential that belongs to the charge w. Then L⁻¹(tLw) = tw, so the derivative is ⟨p, w⟩, and

⟨Lᵀs, w⟩ = ⟨s, Lw⟩ = ⟨p, w⟩ for every w.

Testing with unit vectors gives Lᵀs = p. The adjoint solution is therefore the sensitivity of the observable to the right-hand side g at fixed L: s_i is the change in ⟨p, y⟩ per unit change in g_i.

In the proof, `ext_dot` is the test with unit vectors, `e` evaluates the observable for v = Lw, and uniqueness of the derivative equates ⟨s, Lw⟩ with ⟨p, w⟩.

```lean
/-- Converse: if `⟨s, v⟩` is the derivative of the observable for every linear change `t v`
of the potential at fixed invertible `L`, then `s` solves the adjoint equation. -/
theorem adjoint_equation_of_response {L : Matrix n n ℝ} {s p : n → ℝ} (hdet : IsUnit L.det)
    (h : ∀ v : n → ℝ, HasDerivAt (fun t : ℝ => p ⬝ᵥ surfaceCharge L (t • v)) (s ⬝ᵥ v) 0) :
    Lᵀ *ᵥ s = p := by
  have ext_dot : ∀ a b : n → ℝ, (∀ w, a ⬝ᵥ w = b ⬝ᵥ w) → a = b := fun a b hab =>
    funext fun i => by simpa using hab (Pi.single i 1)
  refine ext_dot _ _ fun w => ?_
  -- test with the potential produced by the charge `w`
  have e : (fun t : ℝ => p ⬝ᵥ surfaceCharge L (t • (L *ᵥ w))) = fun t => t * (p ⬝ᵥ w) := by
    funext t
    rw [surfaceCharge_eq hdet (Matrix.mulVec_smul L t w), dotProduct_smul, smul_eq_mul]
  have h1 := h (L *ᵥ w)
  rw [e] at h1
  have h2 := h1.unique ((hasDerivAt_id (0 : ℝ)).mul_const (p ⬝ᵥ w))
  rw [Matrix.mulVec_transpose, ← Matrix.dotProduct_mulVec, h2, one_mul]

end

end DDCosmoAdjoint
```

```lean
#print axioms DDCosmoAdjoint.adjoint_derivative_moving_weight
#print axioms DDCosmoAdjoint.solvationEnergy_gradient
#print axioms DDCosmoAdjoint.adjoint_equation_of_response
```

```
'DDCosmoAdjoint.adjoint_derivative_moving_weight' depends on axioms: [propext, Classical.choice, Quot.sound]
'DDCosmoAdjoint.solvationEnergy_gradient' depends on axioms: [propext, Classical.choice, Quot.sound]
'DDCosmoAdjoint.adjoint_equation_of_response' depends on axioms: [propext, Classical.choice, Quot.sound]
```
